# Thermodynamic overpotentials of the same n one-electron steps, run forward and in reverse, bound each other within a factor n − 1

Once the thermodynamic overpotential $p$ of an electrode reaction has been computed from its step free energies, it can be converted into a range for the overpotential $q$ of the reverse reaction. If the reverse reaction runs through the same $n \ge 2$ one-electron steps, $q$ lies between $p/(n-1)$ and $(n-1)p$.

```lean
import Mathlib

open Finset

namespace ForwardReverseOverpotential

noncomputable section

variable {ι : Type*} [Fintype ι] [Nonempty ι]

/-- The largest step free energy of a profile. -/
def maxStep (G : ι → ℝ) : ℝ := univ.sup' univ_nonempty G

/-- The smallest step free energy of a profile. -/
def minStep (G : ι → ℝ) : ℝ := univ.inf' univ_nonempty G

/-- The equilibrium potential: the mean free energy per one-electron step. -/
def equilibriumPotential (G : ι → ℝ) : ℝ := (∑ i, G i) / (Fintype.card ι : ℝ)

/-- The forward overpotential: the largest step minus the equilibrium potential. -/
def forwardOverpotential (G : ι → ℝ) : ℝ := maxStep G - equilibriumPotential G

/-- The reverse overpotential: the equilibrium potential minus the smallest step. -/
def reverseOverpotential (G : ι → ℝ) : ℝ := equilibriumPotential G - minStep G

/-- Every step lies between the smallest and the largest step. -/
theorem step_mem_range (G : ι → ℝ) (i : ι) : minStep G ≤ G i ∧ G i ≤ maxStep G :=
  ⟨Finset.inf'_le _ (mem_univ i), Finset.le_sup' _ (mem_univ i)⟩

/-- The heights of all steps above the smallest one add up to the number of steps times
the reverse overpotential. -/
theorem sum_above_min (G : ι → ℝ) :
    ∑ i, (G i - minStep G) = (Fintype.card ι : ℝ) * reverseOverpotential G := by
  have hn : (Fintype.card ι : ℝ) ≠ 0 := Nat.cast_ne_zero.mpr Fintype.card_ne_zero
  have h : (Fintype.card ι : ℝ) * ((∑ i, G i) / (Fintype.card ι : ℝ)) = ∑ i, G i := by
    field_simp
  unfold reverseOverpotential equilibriumPotential
  rw [Finset.sum_sub_distrib, Finset.sum_const, Finset.card_univ, nsmul_eq_mul]
  linear_combination (-1 : ℝ) * h

/-- With one highest step `j` removed, the heights of the other steps above the minimum
add up to `(n - 1) q - p`. -/
theorem sum_remaining [DecidableEq ι] (G : ι → ℝ) (j : ι) (hj : maxStep G = G j) :
    ∑ i ∈ univ.erase j, (G i - minStep G) =
      ((Fintype.card ι : ℝ) - 1) * reverseOverpotential G - forwardOverpotential G := by
  have h := Finset.add_sum_erase univ (fun i => G i - minStep G) (mem_univ j)
  have hs := sum_above_min G
  have hpq : G j - minStep G = forwardOverpotential G + reverseOverpotential G := by
    unfold forwardOverpotential reverseOverpotential
    rw [hj]
    ring

  linarith

/-- Reversing the sign of every step energy exchanges the forward and reverse
overpotentials, and turns the smallest step into minus the largest. -/
theorem reversal (G : ι → ℝ) :
    forwardOverpotential (fun i => -G i) = reverseOverpotential G ∧
    reverseOverpotential (fun i => -G i) = forwardOverpotential G ∧
    minStep (fun i => -G i) = -maxStep G := by
  have hmax : maxStep (fun i => -G i) = -minStep G := by
    apply le_antisymm
    · exact Finset.sup'_le _ _ fun i _ => neg_le_neg (step_mem_range G i).1
    · obtain ⟨i, -, hi⟩ := Finset.exists_mem_eq_inf' (univ_nonempty (α := ι)) G
      have hi' : minStep G = G i := hi
      rw [hi']
      exact (step_mem_range (fun i => -G i) i).2
  have hmin : minStep (fun i => -G i) = -maxStep G := by
    apply le_antisymm
    · obtain ⟨i, -, hi⟩ := Finset.exists_mem_eq_sup' (univ_nonempty (α := ι)) G
      have hi' : maxStep G = G i := hi
      rw [hi']
      exact (step_mem_range (fun i => -G i) i).1
    · exact Finset.le_inf' _ _ fun i _ => neg_le_neg (step_mem_range G i).2
  have hmean : equilibriumPotential (fun i => -G i) = -equilibriumPotential G := by
    simp only [equilibriumPotential, Finset.sum_neg_distrib, neg_div]
  refine ⟨?_, ?_, hmin⟩
  · unfold forwardOverpotential reverseOverpotential
    rw [hmax, hmean]
    ring
  · unfold forwardOverpotential reverseOverpotential
    rw [hmin, hmean]
    ring

/-- For `n` steps the forward overpotential is at most `n - 1` times the reverse one, with
equality exactly when at least `n - 1` steps equal the smallest step. -/
theorem forward_le_reverse (G : ι → ℝ) :
    forwardOverpotential G ≤ ((Fintype.card ι : ℝ) - 1) * reverseOverpotential G ∧
    (forwardOverpotential G = ((Fintype.card ι : ℝ) - 1) * reverseOverpotential G ↔
      Fintype.card ι ≤ (univ.filter fun i => G i = minStep G).card + 1) := by
  classical
  obtain ⟨j, -, hj⟩ := Finset.exists_mem_eq_sup' (univ_nonempty (α := ι)) G
  have hj' : maxStep G = G j := hj
  have hs := sum_remaining G j hj'
  have h0 : ∀ i ∈ univ.erase j, 0 ≤ G i - minStep G :=
    fun i _ => sub_nonneg.mpr (step_mem_range G i).1
  have hnn := Finset.sum_nonneg h0
  refine ⟨by linarith, ?_, ?_⟩
  · -- a vanishing sum of nonnegative heights puts every other step at the minimum
    intro h
    have hz := (Finset.sum_eq_zero_iff_of_nonneg h0).mp (by linarith)
    have hsub : univ.erase j ⊆ univ.filter fun i => G i = minStep G := by
      intro i hi
      exact Finset.mem_filter.mpr ⟨mem_univ i, sub_eq_zero.mp (hz i hi)⟩
    have hc := Finset.card_le_card hsub
    rw [Finset.card_erase_of_mem (mem_univ j), Finset.card_univ] at hc
    omega
  · -- at most one step is off the minimum, and it must then be the highest one
    intro h
    have hc := Finset.card_add_card_compl (univ.filter fun i => G i = minStep G)
    have h1 := Finset.card_le_one.mp
      (show (univ.filter fun i => G i = minStep G)ᶜ.card ≤ 1 by omega)
    have hz : ∑ i ∈ univ.erase j, (G i - minStep G) = 0 := by
      apply Finset.sum_eq_zero
      intro i hi
      by_contra hne
      have hi' : G i ≠ minStep G := fun e => hne (sub_eq_zero.mpr e)
      have hjm : G j ≠ minStep G := by
        intro e
        apply hi'
        apply le_antisymm _ (step_mem_range G i).1
        rw [← e, ← hj']
        exact (step_mem_range G i).2
      exact Finset.ne_of_mem_erase hi (h1 i (by simp [hi']) j (by simp [hjm]))
    linarith

/-- For `n` steps the reverse overpotential is at most `n - 1` times the forward one, with
equality exactly when at least `n - 1` steps equal the largest step. -/
theorem reverse_le_forward (G : ι → ℝ) :
    reverseOverpotential G ≤ ((Fintype.card ι : ℝ) - 1) * forwardOverpotential G ∧
    (reverseOverpotential G = ((Fintype.card ι : ℝ) - 1) * forwardOverpotential G ↔
      Fintype.card ι ≤ (univ.filter fun i => G i = maxStep G).card + 1) := by
  obtain ⟨hf, hr, hm⟩ := reversal G
  have h := forward_le_reverse (fun i => -G i)
  have hset : (univ.filter fun i => -G i = minStep (fun i => -G i)) =
      univ.filter fun i => G i = maxStep G := by
    ext i
    simp [hm]
  rw [hf, hr] at h
  rw [← hset]
  exact h

/-- A profile with one step at `U + p`, one at `U - q`, and `k` further steps at a common
energy `U + (q - p) / k`. -/
def threeLevelProfile (k : ℕ) (U p q : ℝ) : Fin (k + 2) → ℝ :=
  Matrix.vecCons (U + p) (Matrix.vecCons (U - q) fun _ => U + (q - p) / (k : ℝ))

/-- For `n = k + 2` steps and any equilibrium potential `U`, a pair `(p, q)` occurs as forward
and reverse overpotential exactly when `0 ≤ p`, `p ≤ (n - 1) q` and `q ≤ (n - 1) p`. -/
theorem attainable_iff (k : ℕ) (U p q : ℝ) :
    (∃ G : Fin (k + 2) → ℝ, equilibriumPotential G = U ∧
      forwardOverpotential G = p ∧ reverseOverpotential G = q) ↔
    0 ≤ p ∧ p ≤ ((k : ℝ) + 1) * q ∧ q ≤ ((k : ℝ) + 1) * p := by
  constructor
  · rintro ⟨G, -, rfl, rfl⟩
    have h1 := (forward_le_reverse G).1
    have h2 := (reverse_le_forward G).1
    have hs := sum_above_min (fun i => -G i)
    rw [(reversal G).2.1] at hs
    have hnn : 0 ≤ ∑ i, (-G i - minStep (fun i => -G i)) :=
      Finset.sum_nonneg fun i _ => sub_nonneg.mpr (step_mem_range (fun i => -G i) i).1
    rw [hs] at hnn
    simp only [Fintype.card_fin] at h1 h2 hnn
    push_cast at h1 h2 hnn
    have hk : (0 : ℝ) < (k : ℝ) + 2 := by positivity
    exact ⟨(mul_nonneg_iff_of_pos_left hk).mp hnn, by linarith, by linarith⟩
  · rintro ⟨hp, h1, h2⟩
    have hk1 : (0 : ℝ) < (k : ℝ) + 1 := by positivity
    have hq : 0 ≤ q := (mul_nonneg_iff_of_pos_left hk1).mp (hp.trans h1)
    -- the common intermediate level balances the mean and stays within the range
    have hc : (k : ℝ) * ((q - p) / (k : ℝ)) = q - p ∧
        -q ≤ (q - p) / (k : ℝ) ∧ (q - p) / (k : ℝ) ≤ p := by
      rcases Nat.eq_zero_or_pos k with h | h
      · have hk : (k : ℝ) = 0 := by rw [h, Nat.cast_zero]
        rw [hk] at h1 h2
        have hpq : q - p = 0 := by linarith
        rw [hpq, zero_div, mul_zero]
        exact ⟨rfl, by linarith, hp⟩
      · have hk : (0 : ℝ) < (k : ℝ) := Nat.cast_pos.mpr h
        refine ⟨by field_simp, ?_, ?_⟩
        · rw [le_div_iff₀ hk]
          linarith
        · rw [div_le_iff₀ hk]
          linarith
    obtain ⟨hc0, hc1, hc2⟩ := hc
    have hb : ∀ i, U - q ≤ threeLevelProfile k U p q i ∧
        threeLevelProfile k U p q i ≤ U + p := by
      intro i
      induction i using Fin.cases with
      | zero =>
        simp only [threeLevelProfile, Matrix.cons_val_zero]
        constructor <;> linarith
      | succ i =>
        induction i using Fin.cases with
        | zero =>
          simp only [threeLevelProfile, Matrix.cons_val_succ, Matrix.cons_val_zero]
          constructor <;> linarith
        | succ i =>
          simp only [threeLevelProfile, Matrix.cons_val_succ]
          constructor <;> linarith
    have hG0 : threeLevelProfile k U p q 0 = U + p := rfl
    have hG1 : threeLevelProfile k U p q (Fin.succ 0) = U - q := rfl
    have hmax : maxStep (threeLevelProfile k U p q) = U + p :=
      le_antisymm (Finset.sup'_le _ _ fun i _ => (hb i).2)
        (hG0.symm.trans_le (step_mem_range _ 0).2)
    have hmin : minStep (threeLevelProfile k U p q) = U - q :=
      le_antisymm ((step_mem_range _ (Fin.succ 0)).1.trans_eq hG1)
        (Finset.le_inf' _ _ fun i _ => (hb i).1)
    have hsum : ∑ i, threeLevelProfile k U p q i = ((k : ℝ) + 2) * U := by
      rw [Fin.sum_univ_succ, Fin.sum_univ_succ]
      simp only [threeLevelProfile, Matrix.cons_val_zero, Matrix.cons_val_succ,
        Finset.sum_const, Finset.card_univ, Fintype.card_fin, nsmul_eq_mul]
      linear_combination hc0
    have hmean : equilibriumPotential (threeLevelProfile k U p q) = U := by
      have hk2 : (k : ℝ) + 2 ≠ 0 := by positivity
      unfold equilibriumPotential
      rw [hsum, Fintype.card_fin]
      push_cast
      field_simp
    refine ⟨threeLevelProfile k U p q, hmean, ?_, ?_⟩
    · unfold forwardOverpotential
      rw [hmax, hmean]
      ring
    · unfold reverseOverpotential
      rw [hmin, hmean]
      ring

end

end ForwardReverseOverpotential
```

```lean
#print axioms ForwardReverseOverpotential.reverse_le_forward
#print axioms ForwardReverseOverpotential.attainable_iff
```

```
'ForwardReverseOverpotential.reverse_le_forward' depends on axioms: [propext, Classical.choice, Quot.sound]
'ForwardReverseOverpotential.attainable_iff' depends on axioms: [propext, Classical.choice, Quot.sound]
```

## Step energies and the two overpotentials

Write $G_i$ for the free energy of step $i$ in the oxidation direction at zero potential, in units where energy per electron equals potential. At electrode potential $U$ the step costs $G_i - U$. The whole reaction is in equilibrium when these costs sum to zero, which happens at the mean

$$U_0 = \frac1n \sum_i G_i .$$

Let $M = \max_i G_i$ and $m = \min_i G_i$. No forward step is uphill once $U \ge M$, and no reverse step is uphill once $U \le m$. The distances of these two thresholds from equilibrium are the overpotentials

$$p = M - U_0, \qquad q = U_0 - m .$$

In Lean a profile is a function `G : ι → ℝ` on a nonempty finite type `ι`, whose elements label the steps; their order plays no role. The definitions `maxStep`, `minStep`, `equilibriumPotential`, `forwardOverpotential` and `reverseOverpotential` are $M$, $m$, $U_0$, $p$ and $q$, and `Fintype.card ι` is $n$.

The model is purely thermodynamic. It contains no activation barriers and no steps without electron transfer, and it assumes that both directions share the same intermediates. Within these limits the result applies to computed free-energy diagrams such as those for oxygen evolution and reduction: with four steps, a forward overpotential of 0.3 V restricts the reverse one to between 0.1 V and 0.9 V.

## Why one high step needs room below the mean

Measure every step from the lowest one. The heights $G_i - m$ are nonnegative, and their sum is

$$\sum_i (G_i - m) = nU_0 - nm = nq ,$$

which is `sum_above_min`. Choose a step $j$ with $G_j = M$. Its height is $M - m = p + q$, so the other steps contribute

$$\sum_{i \ne j} (G_i - m) = nq - (p+q) = (n-1)q - p .$$

This is `sum_remaining`, where `univ.erase j` is the set of steps other than $j$. The left side is a sum of nonnegative terms, hence $p \le (n-1)q$.

Equality holds exactly when the remaining sum vanishes, that is, when every step other than $j$ sits at $m$. The theorem `forward_le_reverse` expresses this as a count: $n$ is at most the number of steps equal to $m$, plus one. In other words, at least $n-1$ steps are minimal.

The two descriptions agree for the following reason. If all steps other than $j$ are minimal, there are at least $n-1$ minimal steps. Conversely, suppose that at most one step lies above $m$. If some $i \ne j$ did so, then $G_j = M \ge G_i > m$ would put $j$ above $m$ as well, making two such steps, a contradiction. The Lean proof follows both directions: `Finset.sum_eq_zero_iff_of_nonneg` turns the vanishing sum into vanishing terms, and `Finset.card_le_one` supplies the contradiction.

The equality case includes the flat profile, where all steps are equal and $p = q = 0$. For $n = 1$ this is the only possibility. For $n = 2$ one step is always minimal and the other always maximal, so $p = q$ for every profile.

## Exchanging the directions

Replace each $G_i$ by $-G_i$. The maximum becomes $-m$, the minimum becomes $-M$, and the mean becomes $-U_0$. The new forward overpotential is therefore $-m + U_0 = q$, and the new reverse overpotential is $-U_0 + M = p$. The theorem `reversal` records this exchange.

Applying the first bound to the reversed profile gives $q \le (n-1)p$. Its equality condition, at least $n-1$ steps at the minimum of $-G$, becomes at least $n-1$ steps at the maximum of $G$. This is `reverse_le_forward`; the auxiliary equality `hset` translates the one set of steps into the other.

## Which pairs of overpotentials occur

For $n \ge 2$ the two bounds, together with $p \ge 0$, are also sufficient. The theorem `attainable_iff` writes $n = k + 2$, labels the steps by `Fin (k + 2)`, and fixes any real equilibrium potential $U$. A profile with that mean and with overpotentials $p$ and $q$ exists if and only if

$$0 \le p, \qquad p \le (k+1)q, \qquad q \le (k+1)p .$$

Necessity of the last two conditions is already established. The first follows from $\sum_i (M - G_i) = np$, a sum of nonnegative terms; Lean obtains it by applying `sum_above_min` to $-G$.

For sufficiency, the conditions first give $q \ge 0$, because $0 \le p \le (k+1)q$. The profile `threeLevelProfile` then places one step at $U + p$, one at $U - q$, and the other $k$ at $U + c$. When $k > 0$, choose $c = (q-p)/k$. The sum of all steps is

$$(U+p) + (U-q) + kU + (q-p) = (k+2)U ,$$

so the mean is $U$. The intermediate level must stay between the two extremes, and this is where the bounds enter:

$$c \le p \iff q \le (k+1)p, \qquad -q \le c \iff p \le (k+1)q .$$

The maximum is therefore $U + p$ and the minimum $U - q$, which yields the required overpotentials. When $k = 0$ there are no intermediate steps, and the two bounds force $p = q$, so the two remaining steps already have mean $U$. In the Lean proof, `hc` handles these two cases, `hb` confines every step to the range, and `hsum` computes the total.

Attainability here refers to freely chosen real step energies. On a family of real catalysts the binding energies of the intermediates may be correlated, which can narrow the accessible pairs further.
